# The second-order Hugenholtz self-energy diagram is direct minus exchange when its equivalent lines carry a symmetric factor

To compute the second-order self-energy of a closed-shell molecule from a restricted Hartree–Fock reference, in which both spins share the same spatial orbitals, one can sum over spatial orbitals with weight two on the direct term and minus one on the exchange term, in place of a sum over spin orbitals with antisymmetrised integrals and a factor one half. The two sums agree if the interaction is spin-independent and symmetric between the two particles, and if orbital energies and occupations do not depend on spin.

```lean
import Mathlib

open Finset

namespace HugenholtzSelfEnergy

noncomputable section

variable {ι : Type*} [Fintype ι]

/-- The antisymmetrised vertex `V_ijkl = v_ijkl - v_ijlk`. -/
def antisym (v : ι → ι → ι → ι → ℂ) (i j k l : ι) : ℂ :=
  v i j k l - v i j l k

/-- The second-order Hugenholtz self-energy diagram, with the factor `1/2` for its
pair of equivalent lines `k`, `l`. -/
def hugenholtz (v : ι → ι → ι → ι → ℂ) (g : ι → ι → ι → ℂ) (p q : ι) : ℂ :=
  (1 / 2) * ∑ j, ∑ k, ∑ l, antisym v p j k l * antisym v k l q j * g j k l

/-- The direct second-order diagram, built from the bare interaction. -/
def direct (v : ι → ι → ι → ι → ℂ) (g : ι → ι → ι → ℂ) (p q : ι) : ℂ :=
  ∑ j, ∑ k, ∑ l, v p j k l * v k l q j * g j k l

/-- The exchange second-order diagram, in which the lines `k` and `l` enter the
second interaction in crossed order. -/
def exchange (v : ι → ι → ι → ι → ℂ) (g : ι → ι → ι → ℂ) (p q : ι) : ℂ :=
  ∑ j, ∑ k, ∑ l, v p j k l * v l k q j * g j k l

omit [Fintype ι] in
/-- If the interaction is unchanged when the two particles are relabelled, the
antisymmetrised vertex changes sign under exchange of its first two indices. -/
theorem antisym_swap {v : ι → ι → ι → ι → ℂ}
    (hv : ∀ i j k l, v i j k l = v j i l k) (i j k l : ι) :
    antisym v j i k l = -antisym v i j k l := by
  unfold antisym
  rw [hv j i k l, hv j i l k]
  ring

/-- For an interaction symmetric under relabelling of the particles and a propagator
factor symmetric in the equivalent lines, the Hugenholtz diagram equals the direct
diagram minus the exchange diagram. -/
theorem hugenholtz_eq_direct_sub_exchange {v : ι → ι → ι → ι → ℂ}
    {g : ι → ι → ι → ℂ} (hv : ∀ i j k l, v i j k l = v j i l k)
    (hg : ∀ j k l, g j k l = g j l k) (p q : ι) :
    hugenholtz v g p q = direct v g p q - exchange v g p q := by
  -- relabelling the equivalent lines turns the crossed term into minus the uncrossed one
  have swap : ∑ j, ∑ k, ∑ l, v p j l k * antisym v k l q j * g j k l
      = -∑ j, ∑ k, ∑ l, v p j k l * antisym v k l q j * g j k l := by
    simp only [← Finset.sum_neg_distrib]
    refine Finset.sum_congr rfl fun j _ => ?_
    rw [Finset.sum_comm]
    refine Finset.sum_congr rfl fun k _ => Finset.sum_congr rfl fun l _ => ?_
    rw [antisym_swap hv k l q j, hg j l k]
    ring
  -- expand the first vertex
  have first : ∑ j, ∑ k, ∑ l, antisym v p j k l * antisym v k l q j * g j k l
      = ∑ j, ∑ k, ∑ l, v p j k l * antisym v k l q j * g j k l
        - ∑ j, ∑ k, ∑ l, v p j l k * antisym v k l q j * g j k l := by
    simp only [← Finset.sum_sub_distrib]
    refine Finset.sum_congr rfl fun j _ => Finset.sum_congr rfl fun k _ =>
      Finset.sum_congr rfl fun l _ => ?_
    have h : antisym v p j k l = v p j k l - v p j l k := rfl
    rw [h]
    ring
  -- expand the second vertex
  have second : ∑ j, ∑ k, ∑ l, v p j k l * antisym v k l q j * g j k l
      = direct v g p q - exchange v g p q := by
    simp only [direct, exchange, ← Finset.sum_sub_distrib]
    refine Finset.sum_congr rfl fun j _ => Finset.sum_congr rfl fun k _ =>
      Finset.sum_congr rfl fun l _ => ?_
    have h : antisym v k l q j = v k l q j - v l k q j := by
      rw [antisym, hv k l j q]
    rw [h]
    ring
  rw [hugenholtz, first, swap, second]
  ring

/-- A two-orbital interaction that acts only between particles in different orbitals
and leaves each in its orbital. -/
def pairV (i j k l : Fin 2) : ℂ := if i = k ∧ j = l ∧ i ≠ j then 1 else 0

/-- A propagator factor that is nonzero for only one ordering of the lines `k`, `l`. -/
def lopsidedG (j k l : Fin 2) : ℂ := if j = 1 ∧ k = 0 ∧ l = 1 then 1 else 0

/-- The symmetry of the propagator factor cannot be dropped: for `pairV`, which is
symmetric under relabelling of the particles, and `lopsidedG`, the Hugenholtz diagram
is `1/2` while direct minus exchange is `1`. -/
theorem line_symmetry_needed :
    (∀ i j k l, pairV i j k l = pairV j i l k) ∧
    hugenholtz pairV lopsidedG 0 0 = 1 / 2 ∧
    direct pairV lopsidedG 0 0 - exchange pairV lopsidedG 0 0 = 1 := by
  refine ⟨?_, ?_, ?_⟩
  · intro i j k l
    fin_cases i <;> fin_cases j <;> fin_cases k <;> fin_cases l <;> simp [pairV]
  · simp [hugenholtz, antisym, pairV, lopsidedG, Fin.sum_univ_two]
  · simp [direct, exchange, pairV, lopsidedG, Fin.sum_univ_two]

/-- The second-order propagator factor at complex frequency `z`, for orbital energies `e` and
occupations `n`. It has its physical meaning where `z + e_j - e_k - e_l ≠ 0`; elsewhere Lean's
division gives the value zero. -/
def kernel {κ : Type*} (e n : κ → ℝ) (z : ℂ) (j k l : κ) : ℂ :=
  ((n j : ℂ) * (1 - n k) * (1 - n l) + (1 - n j) * n k * n l) / (z + e j - e k - e l)

/-- The second-order propagator factor is symmetric in the equivalent lines. -/
theorem kernel_symm {κ : Type*} (e n : κ → ℝ) (z : ℂ) (j k l : κ) :
    kernel e n z j k l = kernel e n z j l k := by
  unfold kernel
  congr 1 <;> ring

/-- The interaction between spin orbitals made from a spatial interaction `w`: each
particle keeps its spin. -/
def spinV (w : ι → ι → ι → ι → ℂ) (i j k l : ι × Bool) : ℂ :=
  if i.2 = k.2 ∧ j.2 = l.2 then w i.1 j.1 k.1 l.1 else 0

/-- For a spin-independent propagator factor, the spin sum gives the direct diagram a
factor two and makes it diagonal in spin. -/
theorem direct_spin (w : ι → ι → ι → ι → ℂ) (g : ι → ι → ι → ℂ) (p q : ι) (s t : Bool) :
    direct (spinV w) (fun j k l => g j.1 k.1 l.1) (p, s) (q, t)
      = if s = t then 2 * direct w g p q else 0 := by
  cases s <;> cases t <;>
    simp [direct, spinV, Fintype.sum_prod_type, Finset.sum_add_distrib, two_mul]

/-- For a spin-independent propagator factor, the spin sum gives the exchange diagram a
factor one and makes it diagonal in spin. -/
theorem exchange_spin (w : ι → ι → ι → ι → ℂ) (g : ι → ι → ι → ℂ) (p q : ι) (s t : Bool) :
    exchange (spinV w) (fun j k l => g j.1 k.1 l.1) (p, s) (q, t)
      = if s = t then exchange w g p q else 0 := by
  cases s <;> cases t <;>
    simp [exchange, spinV, Fintype.sum_prod_type]

/-- For a spatial interaction symmetric under relabelling of the particles, and energies and
occupations independent of spin, the second-order Hugenholtz diagram is diagonal in spin and equals
twice the direct minus the exchange diagram over spatial orbitals. -/
theorem closed_shell_self_energy {w : ι → ι → ι → ι → ℂ}
    (hw : ∀ i j k l, w i j k l = w j i l k) (e n : ι → ℝ) (z : ℂ) (p q : ι) (s t : Bool) :
    hugenholtz (spinV w) (kernel (fun a => e a.1) (fun a => n a.1) z) (p, s) (q, t)
      = if s = t then 2 * direct w (kernel e n z) p q - exchange w (kernel e n z) p q
        else 0 := by
  -- the spin-orbital interaction inherits the particle symmetry
  have hv : ∀ i j k l, spinV w i j k l = spinV w j i l k := by
    intro i j k l
    by_cases h₁ : i.2 = k.2 <;> by_cases h₂ : j.2 = l.2 <;>
      simp [spinV, h₁, h₂, ← hw i.1 j.1 k.1 l.1]
  have hd : direct (spinV w) (kernel (fun a => e a.1) (fun a => n a.1) z) (p, s) (q, t)
      = if s = t then 2 * direct w (kernel e n z) p q else 0 :=
    direct_spin w (kernel e n z) p q s t
  have hx : exchange (spinV w) (kernel (fun a => e a.1) (fun a => n a.1) z) (p, s) (q, t)
      = if s = t then exchange w (kernel e n z) p q else 0 :=
    exchange_spin w (kernel e n z) p q s t
  rw [hugenholtz_eq_direct_sub_exchange hv (kernel_symm _ _ z), hd, hx]
  split_ifs <;> simp

end

end HugenholtzSelfEnergy
```

```lean
#print axioms HugenholtzSelfEnergy.hugenholtz_eq_direct_sub_exchange
#print axioms HugenholtzSelfEnergy.line_symmetry_needed
#print axioms HugenholtzSelfEnergy.closed_shell_self_energy
```

```
'HugenholtzSelfEnergy.hugenholtz_eq_direct_sub_exchange' depends on axioms: [propext, Classical.choice, Quot.sound]
'HugenholtzSelfEnergy.line_symmetry_needed' depends on axioms: [propext, Classical.choice, Quot.sound]
'HugenholtzSelfEnergy.closed_shell_self_energy' depends on axioms: [propext, Classical.choice, Quot.sound]
```

## One diagram, two ways to count

An electron added to a many-electron system scatters off the others. In the second-order process considered here, it enters in orbital $q$, passes through an intermediate state with three lines $j$, $k$, $l$, and leaves in orbital $p$. Two bookkeeping schemes describe this. With the bare interaction $v$ there are two diagrams, a direct one and an exchange one. With the antisymmetrised vertex

$$V_{ijkl} = v_{ijkl} - v_{ijlk}$$

there is a single Hugenholtz diagram. Its lines $k$ and $l$ run in the same direction between the same two vertices, and this pair of equivalent lines brings a factor $1/2$. Writing $g_{jkl}$ for the factor contributed by the three lines, the values are

$$H_{pq} = \tfrac12 \sum_{jkl} V_{pjkl}V_{klqj}\,g_{jkl},$$

$$D_{pq} = \sum_{jkl} v_{pjkl}v_{klqj}\,g_{jkl}, \qquad X_{pq} = \sum_{jkl} v_{pjkl}v_{lkqj}\,g_{jkl}.$$

The main theorem, `hugenholtz_eq_direct_sub_exchange`, says that $H_{pq} = D_{pq} - X_{pq}$ for all $p$ and $q$, provided that $v_{ijkl} = v_{jilk}$ and $g_{jkl} = g_{jlk}$. It concerns this one diagram and not the Hugenholtz rules at general order. Second-order diagrams with a first-order insertion on an internal line are left out; with a Hartree–Fock reference these insertions are cancelled by the mean-field potential.

## Orbitals, integrals and occupations in Lean

The type `ι` labels a finite set of orthonormal orbitals. In the main theorem they stand for spin orbitals, over which the Hugenholtz rule sums; in the closed-shell result below they are spatial orbitals, such as the molecular orbitals of a restricted Hartree–Fock calculation in a finite basis set. The interaction `v` is any complex function of four orbitals, in the order $v_{ijkl} = \langle ij|v|kl\rangle$: the first particle goes from $k$ to $i$ and the second from $l$ to $j$. Codes that store integrals in charge-cloud order $(ik|jl)$ have to permute indices before comparing. The definitions `antisym`, `hugenholtz`, `direct` and `exchange` are $V$, $H$, $D$ and $X$.

The hypothesis `hv` states that relabelling the two particles leaves the interaction unchanged, as it does for the Coulomb repulsion between identical electrons. The hypothesis `hg` states that the two equivalent lines enter the propagator factor on the same footing. Neither Hermiticity nor real orbitals are assumed.

Some names differ from common use. The function `exchange` carries no minus sign, whereas many texts include the sign in the value of the exchange diagram. And `pairV` and `spinV`, despite their capital letter, are bare interactions and not antisymmetrised ones.

The physical choice of $g$ is `kernel`:

$$g_{jkl}(z) = \frac{n_j(1-n_k)(1-n_l) + (1-n_j)n_kn_l}{z+e_j-e_k-e_l}.$$

Here $z$ is a complex frequency, $e_j$ an orbital energy and $n_j$ an occupation. The first term of the numerator describes two particles and a hole, the second two holes and a particle. The occupations are arbitrary real numbers in Lean, so both zero-temperature values and Fermi functions are allowed. The formula has its physical meaning where the denominator is nonzero, which holds for every $z$ off the real axis.

For the closed-shell result, a spin orbital is a pair in `ι × Bool`, and `spinV w` extends a spatial interaction `w` so that each particle keeps its spin. Energies and occupations depend only on the spatial part. The occupation is counted per spin orbital, so a doubly occupied spatial orbital has $n=1$ and not $n=2$. With $D$ and $X$ now taken over spatial orbitals, `closed_shell_self_energy` states

$$H_{ps,qt} = \delta_{st}\,\bigl(2D_{pq} - X_{pq}\bigr),$$

where $s$ and $t$ are the spins of the outer indices.

This is the form used in second-order Green's function calculations of ionisation energies and electron affinities, here for propagators that are diagonal in the orbital basis. A self-consistent scheme with off-diagonal propagators needs more indices on $g$. The step from the model to a real system is the diagram rule itself: that perturbation theory assigns the value $H$, with its factor $1/2$, to this self-energy contribution is taken as a definition and not derived from Wick's theorem.

## Why the factor one half disappears

The first ingredient is a sign. By definition $V_{jikl} = v_{jikl} - v_{jilk}$. Particle symmetry turns $v_{jikl}$ into $v_{ijlk}$ and $v_{jilk}$ into $v_{ijkl}$, so

$$V_{jikl} = v_{ijlk} - v_{ijkl} = -V_{ijkl}.$$

Oddness in the last two indices is built into the definition of $V$; oddness in the first two is not, and follows here from the symmetry of $v$. This is `antisym_swap`, proved by unfolding the definition, rewriting twice with `hv` and finishing with `ring`.

Next, expand only the first vertex of the Hugenholtz diagram:

$$2H_{pq} = \sum_{jkl} v_{pjkl}V_{klqj}\,g_{jkl} - \sum_{jkl} v_{pjlk}V_{klqj}\,g_{jkl}.$$

Call the first sum $A$ and the second $B$. In $B$, exchange the names of $k$ and $l$, then use the sign rule and the symmetry of $g$:

$$B = \sum_{jkl} v_{pjkl}V_{lkqj}\,g_{jlk} = -\sum_{jkl} v_{pjkl}V_{klqj}\,g_{jkl} = -A.$$

Therefore $2H_{pq} = A - B = 2A$, and $H_{pq} = A$. The factor $1/2$ has compensated for two equal contributions.

It remains to expand the second vertex. Its crossed term is $v_{kljq}$, which particle symmetry turns into $v_{lkqj}$. Hence

$$A = \sum_{jkl} v_{pjkl}\,(v_{klqj} - v_{lkqj})\,g_{jkl} = D_{pq} - X_{pq}.$$

In the Lean proof, `first` is the expansion into $A-B$, `swap` is $B=-A$ and `second` is the last display. The closing lines substitute all three, and `ring` does the arithmetic with the factor $1/2$.

## Renaming summation indices with `Finset.sum_comm`

Renaming $k$ and $l$ takes one sentence by hand, but in Lean it has two parts. Bound variables have no identity beyond their position, so giving them new names changes nothing by itself. What changes the expression is `Finset.sum_comm`, which exchanges the order of two nested finite sums.

In `swap`, a first use of `Finset.sum_congr` fixes $j$ on both sides and leaves the sums over $k$ and $l$ outermost. The rewrite with `Finset.sum_comm` then exchanges these two on the left-hand side. When `Finset.sum_congr` next compares the two sides term by term, it matches outer variable with outer and inner with inner. The left-hand summand therefore appears with $k$ and $l$ exchanged, as $v_{pjkl}V_{lkqj}g_{jlk}$, and has to equal $-v_{pjkl}V_{klqj}g_{jkl}$. Rewriting with `antisym_swap` and `hg` settles that.

## A propagator factor that breaks the identity

Particle symmetry of $v$ alone does not give the identity. In `line_symmetry_needed` there are two orbitals, 0 and 1. The interaction `pairV` equals one when two particles in different orbitals stay where they are, and zero otherwise. The factor `lopsidedG` equals one only for $j=1$, $k=0$, $l=1$, so it treats the two lines differently.

For $p=q=0$ a single term survives. The vertex is $V_{0101} = v_{0101} - v_{0110} = 1$, which gives $H_{00} = 1/2$. The direct diagram is $v_{0101}v_{0101} = 1$, and the exchange diagram contains $v_{1001} = 0$. So direct minus exchange is 1: the factor $1/2$ stands in front of a sum in which the second, equal contribution is missing. Lean checks the symmetry of `pairV` by running through all sixteen index combinations and evaluates the diagrams with `simp`.

The physical kernel avoids this problem. Exchanging $k$ and $l$ only reorders products in its numerator and subtractions in its denominator. In `kernel_symm`, `congr 1` separates the two and `ring` proves each equality.

## Where the two comes from

For the direct diagram over spin orbitals, write $\sigma_j$, $\sigma_k$, $\sigma_l$ for the spins of the inner lines. The first interaction requires $s=\sigma_k$ and $\sigma_j=\sigma_l$; the second requires $\sigma_k=t$ and $\sigma_l=\sigma_j$. Thus $s=t$, while the common spin of $j$ and $l$, which form a closed loop, remains free. Its two values give $2D_{pq}$.

For the exchange diagram the first interaction gives the same conditions, but the second requires $\sigma_l=t$ and $\sigma_k=\sigma_j$. All spins are now equal. There is one assignment if $s=t$ and none otherwise, which gives $X_{pq}$ with factor one.

The lemmas `direct_spin` and `exchange_spin` carry out this count for any spin-independent $g$. They split into the four cases of $s$ and $t$, and `simp` separates each sum over spin orbitals into a spatial sum and a spin sum with `Fintype.sum_prod_type`.

The final theorem first shows that `spinV w` inherits the particle symmetry of `w`. It then applies the main theorem to the spin orbitals, with `kernel_symm` supplying the symmetry of $g$, and inserts the two spin sums. For equal spins the result is $2D_{pq}-X_{pq}$; for opposite spins both terms vanish.

## A single orbital

With one spin orbital in total, $V = v - v = 0$. The direct and exchange diagrams are equal, and their difference vanishes, as the Pauli principle demands.

With one spatial orbital and two spins, let $U$ be the single interaction element, $e$ the orbital energy and $n$ the occupation per spin. Again $D=X$, so $2D-X=D$, and the numerator of the kernel simplifies:

$$2D - X = U^2\,\frac{n(1-n)^2+(1-n)n^2}{z-e} = \frac{U^2\,n(1-n)}{z-e}.$$

The equal-spin part has cancelled, and what is left is scattering between opposite spins. It vanishes when the orbital is empty or full, since there is then no intermediate state to scatter into.
